# Exchange symmetry changes the mean squared separation of two particles in orthonormal states by $\mp 2|\langle a|X|b\rangle|^2$

Let $a,b\in\mathbb C^n$ be one-particle states, let $X$ be a Hermitian $n\times n$ matrix representing one coordinate, and write $\langle\varphi|A|\psi\rangle=\sum_{i,j}\overline{\varphi_i}A_{ij}\psi_j$. The two-particle separation operator is $D=X\otimes1-1\otimes X$, and the exchange state is $\Psi_\eta=(a\otimes b+\eta\,b\otimes a)/\sqrt2$, with $\eta=1$ for bosons and $\eta=-1$ for fermions. The change in the title is measured from the product state $a\otimes b$, with the upper sign for bosons and the lower sign for fermions.

```lean
import Mathlib

open Matrix
open scoped Kronecker

namespace ExchangeSeparation

noncomputable section

variable {n : Type*} [Fintype n] [DecidableEq n]

/-- The matrix element `⟨φ|A|ψ⟩`; for `φ = ψ` of unit norm it is the expectation of `A`. -/
def braket (φ : n → ℂ) (A : Matrix n n ℂ) (ψ : n → ℂ) : ℂ :=
  star φ ⬝ᵥ (A *ᵥ ψ)

/-- The product state with particle 1 in `f` and particle 2 in `g`. -/
def pair (f g : n → ℂ) : n × n → ℂ := fun p => f p.1 * g p.2

/-- The separation operator `X ⊗ 1 - 1 ⊗ X` of two particles. -/
def separation (X : Matrix n n ℂ) : Matrix (n × n) (n × n) ℂ :=
  X ⊗ₖ (1 : Matrix n n ℂ) - (1 : Matrix n n ℂ) ⊗ₖ X

/-- The state `(a ⊗ b + η b ⊗ a)/√2`, with `η = 1` for bosons and `η = -1` for fermions. -/
def exchangeState (η : ℝ) (a b : n → ℂ) : n × n → ℂ :=
  (((Real.sqrt 2)⁻¹ : ℝ) : ℂ) • (pair a b + (η : ℂ) • pair b a)

omit [Fintype n] [DecidableEq n] in
/-- Swapping the two particles multiplies the exchange state by the sign `η`. -/
theorem exchangeState_swap {η : ℝ} (hη : η ^ 2 = 1) (a b : n → ℂ) (i j : n) :
    exchangeState η a b (j, i) = (η : ℂ) * exchangeState η a b (i, j) := by
  have h : (η : ℂ) ^ 2 = 1 := by exact_mod_cast hη
  simp only [exchangeState, pair, Pi.smul_apply, Pi.add_apply, smul_eq_mul]
  linear_combination (-(((Real.sqrt 2)⁻¹ : ℝ) : ℂ) * a j * b i) * h

omit [DecidableEq n] in
/-- The overlap of two product states is the product of the one-particle overlaps. -/
theorem pair_overlap (f g u v : n → ℂ) :
    star (pair f g) ⬝ᵥ pair u v = (star f ⬝ᵥ u) * (star g ⬝ᵥ v) := by
  simp only [dotProduct, pair, Pi.star_apply, star_mul', Fintype.sum_prod_type,
    Finset.sum_mul_sum]
  exact Finset.sum_congr rfl fun _ _ => Finset.sum_congr rfl fun _ _ => by ring

omit [DecidableEq n] in
/-- A tensor product of operators acts on a product state factor by factor. -/
theorem kronecker_mulVec_pair (A B : Matrix n n ℂ) (f g : n → ℂ) :
    (A ⊗ₖ B) *ᵥ pair f g = pair (A *ᵥ f) (B *ᵥ g) := by
  ext ⟨i, j⟩
  simp only [Matrix.mulVec, dotProduct, pair, Matrix.kroneckerMap_apply,
    Fintype.sum_prod_type, Finset.sum_mul_sum]
  exact Finset.sum_congr rfl fun _ _ => Finset.sum_congr rfl fun _ _ => by ring

/-- The matrix element of the squared separation between two product states, in terms of
one-particle quantities. -/
theorem separation_sq_element (X : Matrix n n ℂ) (f g u v : n → ℂ) :
    braket (pair f g) (separation X ^ 2) (pair u v) =
      braket f (X ^ 2) u * (star g ⬝ᵥ v) + (star f ⬝ᵥ u) * braket g (X ^ 2) v
        - 2 * braket f X u * braket g X v := by
  have act : ∀ p q : n → ℂ,
      separation X *ᵥ pair p q = pair (X *ᵥ p) q - pair p (X *ᵥ q) := by
    intro p q
    rw [separation, Matrix.sub_mulVec, kronecker_mulVec_pair, kronecker_mulVec_pair,
      Matrix.one_mulVec, Matrix.one_mulVec]
  simp only [braket, pow_two, ← Matrix.mulVec_mulVec, act, Matrix.mulVec_sub,
    dotProduct_sub, pair_overlap]
  ring

omit [DecidableEq n] in
/-- An expectation in the exchange state splits into two direct and two exchange terms. -/
theorem braket_exchangeState (η : ℝ) (a b : n → ℂ) (A : Matrix (n × n) (n × n) ℂ) :
    braket (exchangeState η a b) A (exchangeState η a b) =
      1 / 2 * (braket (pair a b) A (pair a b) + η * braket (pair a b) A (pair b a)
        + η * braket (pair b a) A (pair a b) + η ^ 2 * braket (pair b a) A (pair b a)) := by
  have hc : (((Real.sqrt 2)⁻¹ : ℝ) : ℂ) ^ 2 = 1 / 2 := by
    rw [← Complex.ofReal_pow, inv_pow, Real.sq_sqrt (by norm_num)]
    norm_num
  have hs : ∀ r : ℝ, star (r : ℂ) = (r : ℂ) := fun r => Complex.conj_ofReal r
  simp only [braket, exchangeState, star_smul, star_add, hs, Matrix.mulVec_smul,
    Matrix.mulVec_add, smul_dotProduct, add_dotProduct, dotProduct_smul, dotProduct_add,
    smul_eq_mul]
  linear_combination (star (pair a b) ⬝ᵥ (A *ᵥ pair a b)
    + η * (star (pair a b) ⬝ᵥ (A *ᵥ pair b a)) + η * (star (pair b a) ⬝ᵥ (A *ᵥ pair a b))
    + η ^ 2 * (star (pair b a) ⬝ᵥ (A *ᵥ pair b a))) * hc

/-- For orthonormal `a` and `b` the exchange state has unit norm. -/
theorem exchangeState_normalised {η : ℝ} (hη : η ^ 2 = 1) {a b : n → ℂ}
    (ha : star a ⬝ᵥ a = 1) (hb : star b ⬝ᵥ b = 1) (hab : star a ⬝ᵥ b = 0) :
    star (exchangeState η a b) ⬝ᵥ exchangeState η a b = 1 := by
  have h : (η : ℂ) ^ 2 = 1 := by exact_mod_cast hη
  have key := braket_exchangeState η a b 1
  simp only [braket, Matrix.one_mulVec, pair_overlap, ha, hb, hab, h] at key
  rw [key]
  ring

/-- For Hermitian `X`, orthogonal `a` and `b` and a sign `η`, the diagonal matrix element of the
squared separation in the exchange state is its product-state value minus `2η|⟨a|X|b⟩|²`. -/
theorem separation_sq_exchange {η : ℝ} (hη : η ^ 2 = 1) {X : Matrix n n ℂ}
    (hX : X.IsHermitian) {a b : n → ℂ} (hab : star a ⬝ᵥ b = 0) :
    braket (exchangeState η a b) (separation X ^ 2) (exchangeState η a b) =
      braket (pair a b) (separation X ^ 2) (pair a b)
        - 2 * η * (‖braket a X b‖ : ℂ) ^ 2 := by
  have h : (η : ℂ) ^ 2 = 1 := by exact_mod_cast hη
  have hba : star b ⬝ᵥ a = 0 := by rw [Matrix.star_dotProduct, hab, star_zero]
  -- Hermiticity relates the two transition elements by conjugation
  have herm : braket b X a = star (braket a X b) := by
    unfold braket
    rw [← Matrix.star_dotProduct, Matrix.star_mulVec, hX.eq, Matrix.dotProduct_mulVec]
  have hz : braket a X b * braket b X a = (‖braket a X b‖ : ℂ) ^ 2 := by
    rw [herm]
    exact (Complex.mul_conj _).trans
      (by rw [Complex.normSq_eq_norm_sq, Complex.ofReal_pow])
  -- orthogonality removes the one-body parts of the exchange terms
  simp only [braket_exchangeState, separation_sq_element, hab, hba]
  linear_combination (-2 * (η : ℂ)) * hz + (braket a (X ^ 2) a * (star b ⬝ᵥ b)
    + (star a ⬝ᵥ a) * braket b (X ^ 2) b - 2 * braket a X a * braket b X b) / 2 * h

/-- For Hermitian `X` and orthogonal `a` and `b`, the diagonal matrix element of the squared
separation in `(a ⊗ b ± b ⊗ a)/√2` is that in `a ⊗ b` minus (bosons, upper sign) or plus (fermions,
lower sign) `2|⟨a|X|b⟩|²`. -/
theorem boson_fermion_separation {X : Matrix n n ℂ} (hX : X.IsHermitian)
    {a b : n → ℂ} (hab : star a ⬝ᵥ b = 0) :
    braket (exchangeState 1 a b) (separation X ^ 2) (exchangeState 1 a b) =
        braket (pair a b) (separation X ^ 2) (pair a b) - 2 * (‖braket a X b‖ : ℂ) ^ 2 ∧
    braket (exchangeState (-1) a b) (separation X ^ 2) (exchangeState (-1) a b) =
        braket (pair a b) (separation X ^ 2) (pair a b) + 2 * (‖braket a X b‖ : ℂ) ^ 2 := by
  constructor
  · rw [separation_sq_exchange (by norm_num) hX hab, Complex.ofReal_one]
    ring
  · rw [separation_sq_exchange (by norm_num) hX hab, Complex.ofReal_neg, Complex.ofReal_one]
    ring

/-- For Hermitian `X` and orthogonal `a` and `b`, the diagonal matrix element of the squared
separation is the same in the exchange state and in `a ⊗ b` exactly when `⟨a|X|b⟩ = 0`. -/
theorem no_exchange_shift_iff {η : ℝ} (hη : η ^ 2 = 1) {X : Matrix n n ℂ}
    (hX : X.IsHermitian) {a b : n → ℂ} (hab : star a ⬝ᵥ b = 0) :
    braket (exchangeState η a b) (separation X ^ 2) (exchangeState η a b) =
      braket (pair a b) (separation X ^ 2) (pair a b) ↔ braket a X b = 0 := by
  have h0 : η ≠ 0 := by
    rintro rfl
    norm_num at hη
  rw [separation_sq_exchange hη hX hab]
  constructor
  · intro h
    have h2 : 2 * (η : ℂ) * (‖braket a X b‖ : ℂ) ^ 2 = 0 := by linear_combination -h
    simpa [h0] using h2
  · intro h
    simp [h]

/-- For Hermitian coordinates `X k` and orthogonal `a` and `b`, the diagonal matrix element of the
squared distance in the exchange state is its product-state value minus `2η ∑ₖ |⟨a|X k|b⟩|²`. -/
theorem distance_sq_exchange {ι : Type*} [Fintype ι] {η : ℝ} (hη : η ^ 2 = 1)
    {X : ι → Matrix n n ℂ} (hX : ∀ k, (X k).IsHermitian) {a b : n → ℂ}
    (hab : star a ⬝ᵥ b = 0) :
    braket (exchangeState η a b) (∑ k, separation (X k) ^ 2) (exchangeState η a b) =
      braket (pair a b) (∑ k, separation (X k) ^ 2) (pair a b)
        - 2 * η * ∑ k, (‖braket a (X k) b‖ : ℂ) ^ 2 := by
  classical
  -- expectations are additive in the operator
  have add : ∀ (ψ : n × n → ℂ) (s : Finset ι),
      braket ψ (∑ k ∈ s, separation (X k) ^ 2) ψ =
        ∑ k ∈ s, braket ψ (separation (X k) ^ 2) ψ := by
    intro ψ s
    induction s using Finset.induction_on with
    | empty => simp [braket]
    | insert k s hk ih =>
      rw [Finset.sum_insert hk, Finset.sum_insert hk, ← ih]
      simp only [braket, Matrix.add_mulVec, dotProduct_add]
  rw [add, add, Finset.mul_sum, ← Finset.sum_sub_distrib]
  exact Finset.sum_congr rfl fun k _ => separation_sq_exchange hη (hX k) hab

/-- For the two basis states of a two-level system and the flip operator `X`, the mean of
`(X ⊗ 1 - 1 ⊗ X)²` is 2 in the product state, 0 for bosons and 4 for fermions. -/
theorem two_level_values (X : Matrix (Fin 2) (Fin 2) ℂ) (hX : X = !![0, 1; 1, 0])
    (a b : Fin 2 → ℂ) (ha : a = ![1, 0]) (hb : b = ![0, 1]) :
    braket (pair a b) (separation X ^ 2) (pair a b) = 2 ∧
    braket (exchangeState 1 a b) (separation X ^ 2) (exchangeState 1 a b) = 0 ∧
    braket (exchangeState (-1) a b) (separation X ^ 2) (exchangeState (-1) a b) = 4 := by
  have hH : X.IsHermitian := by
    subst hX
    ext i j
    fin_cases i <;> fin_cases j <;> simp
  have hab : star a ⬝ᵥ b = 0 := by
    subst ha hb
    simp [dotProduct, Fin.sum_univ_two]
  have ht : braket a X b = 1 := by
    subst hX ha hb
    simp [braket, Matrix.mulVec, dotProduct, Fin.sum_univ_two]
  have hp : braket (pair a b) (separation X ^ 2) (pair a b) = 2 := by
    rw [separation_sq_element]
    subst hX ha hb
    norm_num [braket, pow_two, Matrix.mulVec, dotProduct, Fin.sum_univ_two]
  obtain ⟨hB, hF⟩ := boson_fermion_separation hH hab
  refine ⟨hp, ?_, ?_⟩
  · rw [hB, hp, ht]
    norm_num
  · rw [hF, hp, ht]
    norm_num

end

end ExchangeSeparation
```

```lean
#print axioms ExchangeSeparation.separation_sq_exchange
-- 'ExchangeSeparation.separation_sq_exchange' depends on axioms: [propext, Classical.choice, Quot.sound]
#print axioms ExchangeSeparation.no_exchange_shift_iff
-- 'ExchangeSeparation.no_exchange_shift_iff' depends on axioms: [propext, Classical.choice, Quot.sound]
#print axioms ExchangeSeparation.distance_sq_exchange
-- 'ExchangeSeparation.distance_sq_exchange' depends on axioms: [propext, Classical.choice, Quot.sound]
#print axioms ExchangeSeparation.two_level_values
-- 'ExchangeSeparation.two_level_values' depends on axioms: [propext, Classical.choice, Quot.sound]
```

## Bosons closer, fermions further apart

The theorem `boson_fermion_separation` says that for Hermitian $X$ and orthogonal $a,b$,

$$\langle\Psi_{\pm1}|D^2|\Psi_{\pm1}\rangle=\langle a\otimes b|D^2|a\otimes b\rangle\mp2|\langle a|X|b\rangle|^2 .$$

The product state $a\otimes b$ is the reference: particle 1 is in $a$, particle 2 is in $b$, and no symmetry is imposed. Relative to it, the mean squared separation falls for bosons and rises for fermions, unless $\langle a|X|b\rangle=0$. In that case it stays the same, and `no_exchange_shift_iff` shows that this is the only case in which it does.

A two-particle wavefunction is a function on `n × n`, where `n` is a finite index set for the one-particle basis. The function `pair f g` has the value $f_ig_j$ at $(i,j)$, so it represents $f\otimes g$. The operator `separation X` is $D$, built from Kronecker products, and `braket φ A ψ` is $\langle\varphi|A|\psi\rangle$, conjugate-linear in its first argument. The hypothesis `hab` is $\langle a|b\rangle=0$, and `hX` is Hermiticity.

The general theorem `separation_sq_exchange` treats both signs together through a real $\eta$ with $\eta^2=1$. This condition stands for the fact that swapping two identical particles twice restores the state. The sign is an input here; its connection with spin is not derived.

Unit norms are not needed for the identity. For orthogonal vectors of any length, $\Psi_\eta$ and $a\otimes b$ have the same squared norm, $\|a\|^2\|b\|^2$, so for nonzero vectors dividing both sides by it gives the relation between normalised expectations. For orthonormal $a,b$ no division is needed, because `exchangeState_normalised` gives $\langle\Psi_\eta|\Psi_\eta\rangle=1$.

## Singlet and triplet pairs

For electrons, $\Psi_\eta$ can be read as the spatial part of the state: $\eta=1$ accompanies a spin singlet and $\eta=-1$ a spin triplet. For two non-interacting electrons in the same fixed pair of orthonormal orbitals in a finite basis, the triplet therefore has the larger mean squared separation along $X$, by $4|\langle a|X|b\rangle|^2$, whenever that matrix element is nonzero.

The theorem `distance_sq_exchange` extends the formula to several coordinates $X_k$:

$$\Big\langle\Psi_\eta\Big|\sum_kD_k^2\Big|\Psi_\eta\Big\rangle=\Big\langle a\otimes b\Big|\sum_kD_k^2\Big|a\otimes b\Big\rangle-2\eta\sum_k|\langle a|X_k|b\rangle|^2 .$$

With three Cartesian coordinates and orthonormal $a,b$, this is the mean squared distance within the finite-basis model.

The model has two particles, a finite basis and orthogonal orbitals. It does not treat the unbounded position operator on continuous space, overlapping orbitals or correlated states, and it makes no statement about interaction energies.

## Direct and exchange terms

The operators $X\otimes1$ and $1\otimes X$ commute, so

$$D^2=X^2\otimes1+1\otimes X^2-2X\otimes X .$$

Overlaps of product states factorise, $\langle f\otimes g|u\otimes v\rangle=\langle f|u\rangle\langle g|v\rangle$. Hence

$$\begin{aligned}
\langle f\otimes g|D^2|u\otimes v\rangle={}&\langle f|X^2|u\rangle\langle g|v\rangle+\langle f|u\rangle\langle g|X^2|v\rangle\\
&-2\langle f|X|u\rangle\langle g|X|v\rangle .
\end{aligned}$$

Expanding the exchange state on both sides gives four terms:

$$\begin{aligned}
\langle\Psi_\eta|D^2|\Psi_\eta\rangle=\tfrac12\big(&\langle a\otimes b|D^2|a\otimes b\rangle+\eta\langle a\otimes b|D^2|b\otimes a\rangle\\
&+\eta\langle b\otimes a|D^2|a\otimes b\rangle+\eta^2\langle b\otimes a|D^2|b\otimes a\rangle\big).
\end{aligned}$$

The first and last matrix elements are direct terms. Both equal

$$M=\langle a|X^2|a\rangle\langle b|b\rangle+\langle a|a\rangle\langle b|X^2|b\rangle-2\langle a|X|a\rangle\langle b|X|b\rangle .$$

The first exchange term is

$$\langle a\otimes b|D^2|b\otimes a\rangle=\langle a|X^2|b\rangle\langle b|a\rangle+\langle a|b\rangle\langle b|X^2|a\rangle-2\langle a|X|b\rangle\langle b|X|a\rangle .$$

Orthogonality removes the two parts containing $X^2$. Hermiticity gives $\langle b|X|a\rangle=\overline{\langle a|X|b\rangle}$, so what remains is $-2|\langle a|X|b\rangle|^2$. The other exchange term has the same value. With $\eta^2=1$,

$$\langle\Psi_\eta|D^2|\Psi_\eta\rangle=\tfrac12\big(2M-4\eta|\langle a|X|b\rangle|^2\big)=M-2\eta|\langle a|X|b\rangle|^2 .$$

Since $M$ is the product-state value, this is the claim.

## How the Lean proof follows the expansion

The lemmas `pair_overlap` and `kronecker_mulVec_pair` supply the two factorisation rules, for overlaps and for operators acting on product states. In `separation_sq_element`, the local statement `act` records $D(p\otimes q)=Xp\otimes q-p\otimes Xq$. Applying it twice produces the matrix element of $D^2$ without first expanding the operator.

The four-term expansion is `braket_exchangeState`, valid for any two-particle matrix $A$. Its local statement `hc` evaluates the squared prefactor as $1/2$. Taking $A=1$ gives the normalisation theorem, where the direct overlaps are 1 and the exchange overlaps are 0.

In `separation_sq_exchange`, `herm` is the conjugation relation from Hermiticity, and `hz` turns the product of the two transition elements into a squared modulus. The `simp only` step inserts the expansion and the vanishing overlaps. The final `linear_combination` uses `hz` with coefficient $-2\eta$ and $\eta^2=1$ with coefficient $M/2$, which is the last line of the calculation above.

The boson and fermion formulas follow by setting $\eta=\pm1$. For `no_exchange_shift_iff`, equality of the two expectations means $2\eta|\langle a|X|b\rangle|^2=0$, and $\eta\ne0$ leaves only a vanishing matrix element. The several-coordinate theorem first proves by induction that expectations add over a finite sum of operators, then applies the single-coordinate result to each summand. Separately, `exchangeState_swap` checks from the components that $\Psi_\eta(j,i)=\eta\Psi_\eta(i,j)$.

## Two levels: 2, 0 and 4

Take

$$X=\begin{pmatrix}0&1\\1&0\end{pmatrix},\qquad a=\begin{pmatrix}1\\0\end{pmatrix},\qquad b=\begin{pmatrix}0\\1\end{pmatrix}.$$

Then $X^2=1$, $\langle a|X|a\rangle=\langle b|X|b\rangle=0$ and $\langle a|X|b\rangle=1$. The product-state value is $1+1-0=2$, and the shift has magnitude 2. The boson value is therefore 0 and the fermion value 4, as `two_level_values` states.

The eigenvectors of $X$ make these numbers visible. Let $|\pm\rangle=(a\pm b)/\sqrt2$, with positions $\pm1$. Then

$$\Psi_{1}=\frac{|{+}{+}\rangle-|{-}{-}\rangle}{\sqrt2},\qquad \Psi_{-1}=\frac{|{-}{+}\rangle-|{+}{-}\rangle}{\sqrt2}.$$

In this state the bosons are always found at the same position, with squared separation 0. The fermions are always found at opposite positions, with squared separation $2^2=4$.

## Computing the shift from orbital coefficients

With orthonormal coefficient vectors `a` and `b` in an orthonormal basis, the calculation needs only one-particle matrix products:

```python
import numpy as np

Xa, Xb = X @ a, X @ b
direct = (np.vdot(Xa, Xa) + np.vdot(Xb, Xb)
          - 2 * np.vdot(a, Xa) * np.vdot(b, Xb)).real
shift = 2 * abs(np.vdot(a, Xb))**2
boson, fermion = direct - shift, direct + shift
```

The function `np.vdot` conjugates its first argument, in agreement with `braket`. No $n^2\times n^2$ matrix has to be formed.

In a truncated orbital basis, the square of the position matrix generally differs from the matrix of $x^2$ integrals. Using those integrals for the one-body terms can change `direct` but not `shift`, because in the exchange terms they are multiplied by the vanishing overlap of $a$ and $b$.
